# Eliminating the 3P1 state from a three-state clock Hamiltonian at an energy E ≠ D

To simulate a magnetically induced clock transition with two amplitudes instead of three, one removes the state 3P1 and keeps 1S0 and 3P0. The magnetic field mixes some 3P1 into 3P0, and light that couples 1S0 to 3P1 can then drive the clock transition. At any energy $E$ different from the 3P1 energy $D$, the removal is exact for the eigenvalue equation, provided that the two-state matrix is allowed to depend on $E$. The problems below establish this for three states with real couplings, and extract from it the induced coupling and the quadratic Zeeman shift used in models of optical clocks with bosonic atoms.

## States, couplings and levels

```lean
import Mathlib

open Matrix

namespace MagneticallyInducedClock

noncomputable section
```

The basis order is 1S0, 3P0, 3P1, and Lean numbers these states 0, 1, 2. Energies are measured from 3P0. The 1S0 energy is $d$; for an optical drive, the matrix is read in the frame rotating with the light, within the rotating-wave approximation, so that $d$ includes the photon energy and $a$ is constant in time. The real number $a$ is the optical coupling between 1S0 and 3P1, and $V$ is the magnetic coupling between 3P0 and 3P1, proportional to the field strength. The Hamiltonian is

$$H=\begin{pmatrix} d&0&a\\0&0&V\\a&V&D\end{pmatrix}.$$

The zeros between 1S0 and 3P0 say that there is no direct clock coupling. The model has one 3P1 sublevel, no spontaneous decay and no other excited states.

```lean
/-- The Hamiltonian in the basis (1S0, 3P0, 3P1): energies `d`, `0`, `D`, optical coupling `a`
between 1S0 and 3P1, magnetic coupling `V` between 3P0 and 3P1. -/
def clockHamiltonian (d D a V : ℝ) : Matrix (Fin 3) (Fin 3) ℝ :=
  !![d, 0, a; 0, 0, V; a, V, D]
```

The two-state matrix, a function of the energy $E$ at which it is evaluated, is

$$H_{\rm eff}(E)=\begin{pmatrix} d-\dfrac{a^2}{D-E}&-\dfrac{aV}{D-E}\\[2mm]-\dfrac{aV}{D-E}&-\dfrac{V^2}{D-E}\end{pmatrix}.$$

In the code, `-V ^ 2` means $-(V^2)$.

```lean
/-- The energy-dependent effective Hamiltonian of the two clock states 1S0 and 3P0. -/
def effectiveHamiltonian (d D a V E : ℝ) : Matrix (Fin 2) (Fin 2) ℝ :=
  !![d - a ^ 2 / (D - E), -(a * V) / (D - E); -(a * V) / (D - E), -V ^ 2 / (D - E)]
```

An energy level is a real $E$ for which some nonzero real vector $v$ satisfies $Mv=Ev$. In Lean, `M *ᵥ v` is the matrix acting on the vector and `E • v` is the scaled vector. The vector need not be normalised.

```lean
/-- `E` is an energy level of `M`: some nonzero state satisfies `M v = E v`. -/
def IsLevel {n : ℕ} (M : Matrix (Fin n) (Fin n) ℝ) (E : ℝ) : Prop :=
  ∃ v : Fin n → ℝ, v ≠ 0 ∧ M *ᵥ v = E • v
```

With the light off, the shifted 3P0 energy will be called

$$W=\frac{D-\sqrt{D^2+4V^2}}{2}.$$

For $D>0$ it reduces to $0$, the unshifted 3P0 energy, when $V=0$. At this point it is only a formula; parts (g) and (h) connect it to the Hamiltonian.

```lean
/-- For `D > 0`, the 3P0 level in a magnetic field without light, as a function of the 3P1 energy
`D` and the magnetic coupling `V`. -/
def zeemanLevel (D V : ℝ) : ℝ := (D - √(D ^ 2 + 4 * V ^ 2)) / 2
```

The couplings could also have been complex, with $a^*$ and $V^*$ in the bottom row of a Hermitian $H$. The squares in $H_{\rm eff}$ would then become $|a|^2$ and $|V|^2$, and the upper off-diagonal entry would become $-aV^*/(D-E)$. That version would keep the relative phase of the two couplings, which the real matrix reduces to a sign.

## (a) The three amplitude equations

**Task.** For amplitudes $x,y,z$ of 1S0, 3P0 and 3P1, show that

$$H\begin{pmatrix}x\\y\\z\end{pmatrix}=\begin{pmatrix}dx+az\\Vz\\ax+Vy+Dz\end{pmatrix}.$$

**Solution.** Multiply each row into the column. Row 0 gives $dx+0\cdot y+az$, row 1 gives $0\cdot x+0\cdot y+Vz$, and row 2 gives $ax+Vy+Dz$.

The proof does the same: `fin_cases i` treats the rows separately, and `simp` expands the sums.

```lean
/-- The action of the three-state Hamiltonian on the amplitudes. -/
theorem clockHamiltonian_mulVec (d D a V x y z : ℝ) :
    clockHamiltonian d D a V *ᵥ ![x, y, z] =
      ![d * x + a * z, V * z, a * x + V * y + D * z] := by
  funext i
  fin_cases i <;>
    simp [clockHamiltonian, Matrix.mulVec, dotProduct, Fin.sum_univ_succ]
  ring
```

## (b) The effective matrix as a substitution

**Task.** Put $\zeta=-(ax+Vy)/(D-E)$. Show that

$$H_{\rm eff}(E)\begin{pmatrix}x\\y\end{pmatrix}=\begin{pmatrix}dx+a\zeta\\V\zeta\end{pmatrix}.$$

**Solution.** Row 0 is

$$\Bigl(d-\frac{a^2}{D-E}\Bigr)x-\frac{aV}{D-E}\,y=dx-a\,\frac{ax+Vy}{D-E}=dx+a\zeta.$$

Row 1 is

$$-\frac{aV}{D-E}\,x-\frac{V^2}{D-E}\,y=-V\,\frac{ax+Vy}{D-E}=V\zeta.$$

These are the first two rows of part (a) with $\zeta$ in place of $z$. The theorem carries no condition on $E$, because Lean sets division by zero to zero and the identity survives; its physical reading requires $E\ne D$.

```lean
/-- The effective Hamiltonian acts on the clock amplitudes as the full one does when the 3P1
amplitude is `-(a x + V y) / (D - E)`. -/
theorem effectiveHamiltonian_mulVec (d D a V E x y : ℝ) :
    effectiveHamiltonian d D a V E *ᵥ ![x, y] =
      ![d * x + a * (-(a * x + V * y) / (D - E)), V * (-(a * x + V * y) / (D - E))] := by
  funext i
  fin_cases i <;>
    simp [effectiveHamiltonian, Matrix.mulVec, dotProduct, Fin.sum_univ_succ] <;> ring
```

## (c) Eigenvectors with and without 3P1

**Task.** Let $E\ne D$. Show that

$$H\begin{pmatrix}x\\y\\z\end{pmatrix}=E\begin{pmatrix}x\\y\\z\end{pmatrix}
\iff
H_{\rm eff}(E)\begin{pmatrix}x\\y\end{pmatrix}=E\begin{pmatrix}x\\y\end{pmatrix}
\ \text{ and }\ z=-\frac{ax+Vy}{D-E}.$$

**Solution.** By part (a), the left side consists of

$$dx+az=Ex,\qquad Vz=Ey,\qquad ax+Vy+Dz=Ez.$$

The last equation is $(D-E)z=-(ax+Vy)$. Since $D-E\ne0$, it is equivalent to the stated formula for $z$. Once $z$ has that value, part (b) says that the first two equations are exactly the effective eigenvalue equation. Each step can be read in both directions.

In the proof, `h0`, `h1` and `h2` are the three rows. The rule `eq_div_iff hD` converts between the formula for $z$ and its form without a denominator, and `linear_combination` matches the latter to row 2. If the three-state vector is normalised, its clock part has squared norm $x^2+y^2=1-z^2$, so when $z\ne0$ a normalised two-state vector must be rescaled after $z$ is restored.

```lean
/-- Away from the 3P1 energy, a three-state vector solves the eigenvalue equation exactly when its
clock part solves the effective one and its 3P1 amplitude is `-(a x + V y) / (D - E)`. -/
theorem eigenvector_iff {d D a V E : ℝ} (hE : E ≠ D) (x y z : ℝ) :
    clockHamiltonian d D a V *ᵥ ![x, y, z] = E • ![x, y, z] ↔
      effectiveHamiltonian d D a V E *ᵥ ![x, y] = E • ![x, y] ∧
        z = -(a * x + V * y) / (D - E) := by
  have hD : D - E ≠ 0 := sub_ne_zero.mpr hE.symm
  rw [clockHamiltonian_mulVec, effectiveHamiltonian_mulVec]
  constructor
  · intro h
    have h0 : d * x + a * z = E * x := congrFun h 0
    have h1 : V * z = E * y := congrFun h 1
    have h2 : a * x + V * y + D * z = E * z := congrFun h 2
    -- the third row determines the 3P1 amplitude
    have hz : z = -(a * x + V * y) / (D - E) := by
      rw [eq_div_iff hD]
      linear_combination h2
    refine ⟨?_, hz⟩
    rw [← hz]
    funext i
    fin_cases i
    · exact h0
    · exact h1
  · rintro ⟨h, hz⟩
    rw [← hz] at h
    have h0 : d * x + a * z = E * x := congrFun h 0
    have h1 : V * z = E * y := congrFun h 1
    have h2 : a * x + V * y + D * z = E * z := by
      have h3 := (eq_div_iff hD).mp hz
      linear_combination h3
    funext i
    fin_cases i
    · exact h0
    · exact h1
    · exact h2
```

## (d) The same levels away from D

**Task.** Let $E\ne D$. Show that

$$E\text{ is a level of }H\iff E\text{ is a level of }H_{\rm eff}(E).$$

**Solution.** Part (c) transfers the equations; what remains is that nonzero vectors go to nonzero vectors. Suppose $(x,y,z)\ne0$ solves the three-state equation. If $x=y=0$, the formula for $z$ gives $z=0$ as well, a contradiction, so $(x,y)\ne0$. Conversely, a nonzero $(x,y)$ stays nonzero when a third component is added.

The condition $E\ne D$ has a physical meaning. When $a=V=0$, pure 3P1 is an eigenstate at $E=D$, and it has no clock part that a two-state model could represent.

The same $E$ appears twice on the right, as the argument of the matrix and as its eigenvalue. One way to find such an $E$ numerically is to build $H_{\rm eff}$ at a trial energy, diagonalise it, follow the eigenvalue of interest, and use that as the next trial energy. If the iteration settles at some $E\ne D$, that $E$ is a level of $H$. The other eigenvalue of the final $2\times2$ matrix is in general not one.

The Lean proof first writes an arbitrary vector through its components `v 0`, `v 1`, `v 2`, applies `eigenvector_iff`, and then checks the nonzero condition in each direction.

```lean
/-- An energy `E` different from the 3P1 energy is a level of the three-state Hamiltonian if and
only if it is a level of the effective clock Hamiltonian taken at `E`. -/
theorem isLevel_iff_effective {d D a V E : ℝ} (hE : E ≠ D) :
    IsLevel (clockHamiltonian d D a V) E ↔ IsLevel (effectiveHamiltonian d D a V E) E := by
  constructor
  · rintro ⟨v, hv, h⟩
    have hv' : v = ![v 0, v 1, v 2] := by
      funext i
      fin_cases i <;> rfl
    rw [hv'] at h
    obtain ⟨h2, hz⟩ := (eigenvector_iff hE _ _ _).mp h
    refine ⟨![v 0, v 1], fun h0 => hv ?_, h2⟩
    -- a state without clock amplitudes would vanish altogether
    have a0 : v 0 = 0 := congrFun h0 0
    have a1 : v 1 = 0 := congrFun h0 1
    have a2 : v 2 = 0 := by
      rw [hz, a0, a1]
      simp
    funext i
    fin_cases i
    · exact a0
    · exact a1
    · exact a2
  · rintro ⟨w, hw, h⟩
    have hw' : w = ![w 0, w 1] := by
      funext i
      fin_cases i <;> rfl
    rw [hw'] at h
    refine ⟨![w 0, w 1, -(a * w 0 + V * w 1) / (D - E)], fun h0 => hw ?_,
      (eigenvector_iff hE _ _ _).mpr ⟨h, rfl⟩⟩
    have a0 : w 0 = 0 := congrFun h0 0
    have a1 : w 1 = 0 := congrFun h0 1
    funext i
    fin_cases i
    · exact a0
    · exact a1
```

## (e) Factorising the secular determinant

**Task.** Let $E\ne D$, and write $1$ for the identity matrix of the appropriate size. Show that

$$\det(H-E\,1)=(D-E)\,\det\bigl(H_{\rm eff}(E)-E\,1\bigr).$$

**Solution.** Put $p=d-E$, $q=-E$ and $r=D-E$. Expansion along row 0 gives

$$\det(H-E\,1)=p(qr-V^2)-a^2q=pqr-pV^2-a^2q.$$

The effective determinant is

$$\Bigl(p-\frac{a^2}{r}\Bigr)\Bigl(q-\frac{V^2}{r}\Bigr)-\frac{a^2V^2}{r^2}
=pq-\frac{pV^2}{r}-\frac{a^2q}{r},$$

because the terms in $a^2V^2/r^2$ cancel. Multiplication by $r$ gives the first determinant.

In the proof, `simp` expands both determinants, `field_simp` clears the denominators using $D-E\ne0$, and `ring` compares the polynomials.

```lean
/-- For `E ≠ D`, the secular determinant of the three-state problem is `D - E` times that of the
effective two-state problem. -/
theorem secular_det {d D a V E : ℝ} (hE : E ≠ D) :
    (clockHamiltonian d D a V - E • (1 : Matrix (Fin 3) (Fin 3) ℝ)).det =
      (D - E) * (effectiveHamiltonian d D a V E - E • (1 : Matrix (Fin 2) (Fin 2) ℝ)).det := by
  have hD : D - E ≠ 0 := sub_ne_zero.mpr hE.symm
  simp [Matrix.det_fin_three, Matrix.det_fin_two, clockHamiltonian, effectiveHamiltonian]
  field_simp
  ring
```

## (f) The induced clock coupling

**Task.** Let $|E|<D$. Show that the entry of $H_{\rm eff}(E)$ in row 0, column 1 satisfies

$$\left|\,H_{\rm eff}(E)_{01}-\Bigl(-\frac{aV}{D}\Bigr)\right|\le\frac{|aV|\,|E|}{D\,(D-|E|)}.$$

**Solution.** The difference is

$$-\frac{aV}{D-E}+\frac{aV}{D}=\frac{aV\,(-D+D-E)}{D(D-E)}=-\frac{aVE}{D(D-E)}.$$

The hypothesis makes $D$ and $D-|E|$ positive, and $E\le|E|$ gives $D-E\ge D-|E|>0$. Taking absolute values and replacing $D-E$ by the smaller $D-|E|$ can only increase the fraction.

The identity is `key` in the proof, and `div_le_div_of_nonneg_left` is the comparison of denominators. For nonzero $aV$, the error relative to $|aV|/D$ is at most $|E|/(D-|E|)$. Near the 3P0 energy this is small, which supports the fixed coupling $-aV/D$ in a two-state simulation. The bound concerns this matrix element only; it is not an error estimate for the time evolution. Here $E$ may be any energy in the range, whether or not it is a level.

```lean
/-- For `|E| < D` the induced coupling between 1S0 and 3P0 equals `-a V / D` up to an error of at
most `|a V| |E| / (D (D - |E|))`. -/
theorem clock_coupling_bound {d D a V E : ℝ} (hE : |E| < D) :
    |effectiveHamiltonian d D a V E 0 1 - (-(a * V) / D)| ≤
      |a * V| * |E| / (D * (D - |E|)) := by
  have hD : 0 < D := lt_of_le_of_lt (abs_nonneg E) hE
  have hle : E ≤ |E| := le_abs_self E
  have hDE : 0 < D - E := by linarith
  have hDE' : 0 < D - |E| := by linarith
  have hD0 : D ≠ 0 := hD.ne'
  have hDE0 : D - E ≠ 0 := hDE.ne'
  have key : effectiveHamiltonian d D a V E 0 1 - (-(a * V) / D) =
      -(a * V * E) / (D * (D - E)) := by
    change -(a * V) / (D - E) - (-(a * V) / D) = _
    field_simp
    ring
  rw [key, abs_div, abs_neg, abs_mul (a * V) E, abs_of_pos (mul_pos hD hDE)]
  exact div_le_div_of_nonneg_left (by positivity) (mul_pos hD hDE')
    (mul_le_mul_of_nonneg_left (by linarith) hD.le)
```

## (g) The equation behind the shifted 3P0 energy

**Task.** Let $D>0$. Show that

$$W\le0,\qquad W(D-W)=-V^2.$$

**Solution.** Let $s=\sqrt{D^2+4V^2}$. Since $s\ge D$, we have $W=(D-s)/2\le0$. Also $D-W=(D+s)/2$, so

$$W(D-W)=\frac{(D-s)(D+s)}{4}=\frac{D^2-s^2}{4}=-V^2.$$

In Lean, `hs` is $s^2=D^2+4V^2$ and `hle` is $D\le s$.

```lean
/-- For `D > 0` the field-shifted 3P0 energy `E` is not positive and satisfies
`E (D - E) = -V²`. -/
theorem zeemanLevel_spec {D : ℝ} (hD : 0 < D) (V : ℝ) :
    zeemanLevel D V ≤ 0 ∧ zeemanLevel D V * (D - zeemanLevel D V) = -V ^ 2 := by
  have hs : √(D ^ 2 + 4 * V ^ 2) ^ 2 = D ^ 2 + 4 * V ^ 2 := Real.sq_sqrt (by positivity)
  have hle : D ≤ √(D ^ 2 + 4 * V ^ 2) :=
    (Real.le_sqrt' hD).mpr (by nlinarith [sq_nonneg V])
  unfold zeemanLevel
  constructor
  · linarith
  · linear_combination (-1 / 4) * hs
```

## (h) An exact level with the light off

**Task.** Let $D>0$ and $a=0$. Show that $W$ is a level of $H$, with

$$H\begin{pmatrix}0\\D-W\\-V\end{pmatrix}=W\begin{pmatrix}0\\D-W\\-V\end{pmatrix}.$$

**Solution.** Row 0 is $0=0$. Row 1 requires $-V^2=W(D-W)$, which is part (g). Row 2 is $V(D-W)-DV=-WV$. The vector is nonzero because $W\le0$ gives $D-W\ge D>0$.

The proof supplies this vector and checks the rows in the same order. Its squared norm is $(D-W)^2+V^2$, so the normalised state has the 3P1 population

$$\frac{V^2}{(D-W)^2+V^2}.$$

At $V=0$ the state is pure 3P0.

```lean
/-- Without light and for `D > 0`, `zeemanLevel D V` is an exact level of the three-state
Hamiltonian. -/
theorem zeemanLevel_isLevel {D : ℝ} (hD : 0 < D) (d V : ℝ) :
    IsLevel (clockHamiltonian d D 0 V) (zeemanLevel D V) := by
  obtain ⟨hneg, hE⟩ := zeemanLevel_spec hD V
  refine ⟨![0, D - zeemanLevel D V, -V], fun h0 => ?_, ?_⟩
  · have h1 : D - zeemanLevel D V = 0 := congrFun h0 1
    linarith
  · rw [clockHamiltonian_mulVec]
    funext i
    fin_cases i
    · change d * 0 + 0 * (-V) = zeemanLevel D V * 0
      ring
    · change V * (-V) = zeemanLevel D V * (D - zeemanLevel D V)
      linear_combination -hE
    · change 0 * 0 + V * (D - zeemanLevel D V) + D * (-V) = zeemanLevel D V * (-V)
      ring
```

## (i) The quadratic Zeeman shift and its remainder

**Task.** Let $D>0$. Show that

$$0\le W-\Bigl(-\frac{V^2}{D}\Bigr)\le\frac{V^4}{D^3}.$$

**Solution.** Part (g) reads $WD-W^2=-V^2$. Division by $D$ gives the exact remainder

$$W+\frac{V^2}{D}=\frac{W^2}{D}\ge0.$$

The same equation gives $-WD=V^2-W^2\le V^2$. Since $-WD\ge0$, squaring preserves the inequality, so $W^2D^2\le V^4$. Hence $W^2/D\le V^4/D^3$.

The proof names the remainder identity `key`; `h0`, `h1` and `h2` are the sign, the bound on $-WD$ and its square.

Because $V$ is proportional to the magnetic field, $-V^2/D$ is quadratic in the field and the remainder is bounded by a term of fourth order in the field. In this model the field leaves 1S0 unshifted, so with the light off $W$ is also the change in the clock transition energy. A real atom has further contributions, from the diamagnetic interaction and from states that the matrix omits.

```lean
/-- Quadratic Zeeman shift: for `D > 0` the shifted 3P0 energy lies above `-V² / D` by at most
`V⁴ / D³`. -/
theorem quadratic_zeeman_shift {D : ℝ} (hD : 0 < D) (V : ℝ) :
    0 ≤ zeemanLevel D V - (-V ^ 2 / D) ∧
      zeemanLevel D V - (-V ^ 2 / D) ≤ V ^ 4 / D ^ 3 := by
  obtain ⟨hneg, hE⟩ := zeemanLevel_spec hD V
  generalize zeemanLevel D V = E at hneg hE ⊢
  -- the exact remainder beyond second order is E² / D
  have key : E - (-V ^ 2 / D) = E ^ 2 / D := by
    rw [eq_div_iff hD.ne']
    have h : -V ^ 2 / D * D = -V ^ 2 := div_mul_cancel₀ _ hD.ne'
    linear_combination hE - h
  rw [key]
  refine ⟨by positivity, ?_⟩
  have h0 : 0 ≤ -E * D := mul_nonneg (by linarith) hD.le
  have h1 : -E * D ≤ V ^ 2 := by nlinarith [sq_nonneg E]
  have h2 : (-E * D) ^ 2 ≤ (V ^ 2) ^ 2 := pow_le_pow_left₀ h0 h1 2
  rw [div_le_div_iff₀ hD (by positivity)]
  nlinarith [mul_le_mul_of_nonneg_right h2 hD.le]

end

end MagneticallyInducedClock
```

```lean
#print axioms MagneticallyInducedClock.clockHamiltonian_mulVec
#print axioms MagneticallyInducedClock.isLevel_iff_effective
#print axioms MagneticallyInducedClock.zeemanLevel_isLevel
#print axioms MagneticallyInducedClock.quadratic_zeeman_shift
```

```
'MagneticallyInducedClock.clockHamiltonian_mulVec' depends on axioms: [propext, Classical.choice, Quot.sound]
'MagneticallyInducedClock.isLevel_iff_effective' depends on axioms: [propext, Classical.choice, Quot.sound]
'MagneticallyInducedClock.zeemanLevel_isLevel' depends on axioms: [propext, Classical.choice, Quot.sound]
'MagneticallyInducedClock.quadratic_zeeman_shift' depends on axioms: [propext, Classical.choice, Quot.sound]
```
